# Angular momentum within the t2g orbitals is the negative of that of a p shell

Within the orbitals yz, zx and xy, the angular momentum matrices are the negatives of the p-shell matrices for x, y and z. For one electron confined to these orbitals, L·S therefore has exactly the eigenvalues 1 and −1/2. Between the two e_g orbitals, orbital angular momentum has no matrix elements at all.

The two eigenvalues of L·S set the spin-orbit splitting of a t2g level in a transition-metal ion, for a single electron and a cubic field strong enough that mixing with e_g can be neglected. If the coupling is ζ L·S, with L and S in units of ħ and ζ the spin-orbit constant of the shell, the levels lie at ζ and −ζ/2 relative to the unsplit level.

## Rotating a quadratic form

Number the axes x, y, z as 0, 1, 2, and count indices modulo three. Let ε be the Levi-Civita symbol with ε_012 = 1. The generator of rotations about axis k is the matrix A_k with entries

(A_k)_ij = −ε_kij,

so that A_k r is the cross product of the unit vector along axis k with r.

Apart from its radial factor, a d orbital is a quadratic form r·S r with S symmetric. Let T_0, T_1, T_2 be the symmetric matrices with ones in the two off-diagonal places belonging to yz, zx and xy. Their forms are 2yz, 2zx and 2xy. The e_g orbitals, x² − y² and 3z² − r², have diagonal matrices.

Rotating an orbital forwards means evaluating it at an argument rotated backwards, which to first order in the angle t is r − t A_k r. Since A_k is antisymmetric, (A_k r)·S r = −r·A_k S r, and

(r − t A_k r)·S(r − t A_k r) = r·S r + t r·[A_k, S] r + t² (A_k r)·S(A_k r).

The rate of change at t = 0 is the form of [A_k, S]. The angular momentum, in units of ħ, is i times this action. The same argument for a linear function c·r gives c → A_k c, so the p-shell matrices are i A_k.

To evaluate the commutators, write a = k+1, b = k+2, and let E_mn be the matrix with a single 1 in row m, column n. Then

A_k = E_ba − E_ab, T_k = E_ab + E_ba, T_a = E_bk + E_kb, T_b = E_ka + E_ak.

Multiplying out gives

[A_k, T_k] = 2(E_bb − E_aa)
[A_k, T_a] = −E_ak − E_ka = −T_b
[A_k, T_b] = E_bk + E_kb = T_a.

Column k of A_k is zero, column a has the entry 1 in row b, and column b has the entry −1 in row a. All three lines thus say that

off-diagonal part of [A_k, T_j] = −Σ_i (A_k)_ij T_i.

This is the T-P equivalence. The part left out is present only for j = k, and it leads into the e_g orbitals.

For a diagonal matrix D with entries d_i, the diagonal of the commutator is

[A_k, D]_ii = (A_k)_ii d_i − d_i (A_k)_ii = 0.

Its trace against any other diagonal matrix vanishes, which is the quenching of angular momentum among the e_g orbitals.

## From the reversed sign to the spin-orbit levels

Matrix elements are taken with the trace product, for which tr(T_i T_j) = 2δ_ij. A diagonal matrix has zero trace against every T_i, so

(L_k)_ij = (i/2) tr(T_i [A_k, T_j]) = −i (A_k)_ij.

The p-shell matrices satisfy [iA_k, iA_(k+1)] = i(iA_(k+2)). Changing the sign of all three gives

[L_k, L_(k+1)] = −i L_(k+2).

The reversed sign of L_z can be seen directly on functions. The function x + iy has L_z = +1, whereas yz + i zx = i z(x − iy) has L_z = −1.

Now let S_k be the spin-one-half matrices, which are unrelated to the symmetric matrix S above, and let W = Σ_k L_k ⊗ S_k. From S_k S_l = δ_kl/4 + (i/2) Σ_m ε_klm S_m,

W² = (1/4) Σ_k L_k² ⊗ 1 + (i/2) Σ_m [L_(m+1), L_(m+2)] ⊗ S_m.

The first sum is Σ_k L_k² = −Σ_k A_k² = 2, and each commutator equals −i L_m. Hence

W² = 1/2 + W/2.

An eigenvalue μ obeys (μ − 1)(μ + 1/2) = 0. Both roots occur, with normalised eigenvectors

μ = 1: (|yz,↓⟩ + i|zx,↓⟩ + |xy,↑⟩)/√3
μ = −1/2: (|yz,↑⟩ + i|zx,↑⟩)/√2.

Because W has zero trace on six states, the value 1 is twofold and −1/2 fourfold; this count is a consequence drawn here by hand, as the Lean theorem concerns the set of eigenvalues only.

## Generators, orbitals and their matrix elements in Lean

```lean
import Mathlib

open Matrix
open scoped Kronecker
open Complex (I)

namespace TPEquivalence

noncomputable section
```

The axes are the elements of `Fin 3`, whose addition wraps around, so the cyclic order can be written directly into the Levi-Civita symbol.

```lean
/-- The Levi-Civita symbol on three axes, numbered cyclically. -/
def levi (i j k : Fin 3) : ℂ :=
  if j = i + 1 ∧ k = i + 2 then 1 else if j = i + 2 ∧ k = i + 1 then -1 else 0

/-- The generator of rotations about axis `k`, with entries `-ε_kij`. -/
def gen (k : Fin 3) : Matrix (Fin 3) (Fin 3) ℂ := Matrix.of fun i j => -levi k i j
```

`gen k` is A_k. The orbital matrices follow in the order yz, zx, xy, with `T 0` belonging to yz.

```lean
/-- The symmetric matrices of the three orbitals `yz`, `zx`, `xy`. -/
def T : Fin 3 → Matrix (Fin 3) (Fin 3) ℂ :=
  ![!![0, 0, 0; 0, 0, 1; 0, 1, 0], !![0, 0, 1; 0, 0, 0; 1, 0, 0],
    !![0, 1, 0; 1, 0, 0; 0, 0, 0]]
```

A matrix becomes a function of position through `form`. Entries and coordinates are complex, and the product `⬝ᵥ` involves no conjugation; real positions are a special case.

```lean
/-- The quadratic function of position `r · S r` described by a matrix `S`. -/
def form (S : Matrix (Fin 3) (Fin 3) ℂ) (r : Fin 3 → ℂ) : ℂ := r ⬝ᵥ (S *ᵥ r)

/-- The action of the rotation generator on a quadratic form: the commutator `[A_k, S]`. -/
def rotate (k : Fin 3) (S : Matrix (Fin 3) (Fin 3) ℂ) : Matrix (Fin 3) (Fin 3) ℂ :=
  gen k * S - S * gen k
```

`rotate k S` is the commutator [A_k, S]. It is introduced as a definition, and the derivative theorem below supplies its physical meaning.

```lean
/-- The off-diagonal part of a matrix. -/
def offDiag (M : Matrix (Fin 3) (Fin 3) ℂ) : Matrix (Fin 3) (Fin 3) ℂ :=
  Matrix.of fun i j => if i = j then 0 else M i j
```

`offDiag` removes the diagonal, and with it the e_g component of a rotated t2g orbital.

```lean
/-- The matrix elements of the angular momentum `i [A_k, ·]` between the orbitals
`yz`, `zx`, `xy`, taken with the trace product in which each `T i` has square norm 2. -/
def orbL (k : Fin 3) : Matrix (Fin 3) (Fin 3) ℂ :=
  Matrix.of fun i j => I / 2 * Matrix.trace (T i * rotate k (T j))
```

`orbL k` is L_k, with the factor 1/2 compensating for the square norm 2 of each `T i`. For the traceless matrices of d orbitals, the trace product is proportional to the overlap integral over the sphere, so these are the usual matrix elements.

```lean
/-- The spin-one-half matrices, in units of `ħ`. -/
def spin : Fin 3 → Matrix (Fin 2) (Fin 2) ℂ :=
  ![!![0, 1 / 2; 1 / 2, 0], !![0, -I / 2; I / 2, 0], !![1 / 2, 0; 0, -1 / 2]]

/-- The spin-orbit operator `L · S` within the `yz`, `zx`, `xy` orbitals. -/
def spinOrbit : Matrix (Fin 3 × Fin 2) (Fin 3 × Fin 2) ℂ := ∑ k, orbL k ⊗ₖ spin k
```

In `spin`, index 0 is spin up and index 1 is spin down along z. The Kronecker product `⊗ₖ` places orbital and spin on the pair index `Fin 3 × Fin 2`, giving the six spin-orbitals of the t2g shell. The coupling constant ζ is left out, as are electron repulsion and any spin-orbit mixing with e_g.

The model could also have started from the five spherical harmonics with l = 2, using ladder operators and projecting onto t2g. That would exclude the s-like form r² from the outset, which the diagonal matrices here include. It would also require a change of basis to the real orbitals before the comparison with x, y, z could be made.

## The commutator as the derivative of an orbital

The generators are first written out, entry by entry, for use in later computations.

```lean
/-- The three rotation generators written out as matrices. -/
theorem gen_eq : gen = ![!![0, 0, 0; 0, 0, -1; 0, 1, 0], !![0, 0, 1; 0, 0, 0; -1, 0, 0],
    !![0, -1, 0; 1, 0, 0; 0, 0, 0]] := by
  funext k
  ext i j
  fin_cases k <;> fin_cases i <;> fin_cases j <;> simp [gen, levi]
```

The next theorem identifies the functions described by the `T j`, including their common factor 2.

```lean
/-- The matrices `T j` describe the functions `2yz`, `2zx`, `2xy`. -/
theorem form_T (j : Fin 3) (r : Fin 3 → ℂ) :
    form (T j) r = 2 * ![r 1 * r 2, r 2 * r 0, r 0 * r 1] j := by
  fin_cases j <;> simp [form, T, Matrix.mulVec, dotProduct, Fin.sum_univ_three] <;> ring
```

The derivative theorem holds for every matrix S, symmetric or not. Its proof has the two steps of the derivation above: the intermediate statement `h` is the expansion in powers of t, checked by `ring` for each axis, and the last lines differentiate that polynomial at t = 0, where the quadratic term contributes nothing.

```lean
/-- The commutator `[A_k, S]` describes the rate of change of the function `r · S r`
when its argument is rotated backwards about axis `k`, to first order in the angle. -/
theorem hasDerivAt_form (k : Fin 3) (S : Matrix (Fin 3) (Fin 3) ℂ) (r : Fin 3 → ℂ) :
    HasDerivAt (fun t : ℂ => form S (r - t • (gen k *ᵥ r))) (form (rotate k S) r) 0 := by
  -- the function is a quadratic polynomial in the angle
  have h : (fun t : ℂ => form S (r - t • (gen k *ᵥ r))) = fun t =>
      form S r + (t * form (rotate k S) r + t ^ 2 * form S (gen k *ᵥ r)) := by
    funext t
    fin_cases k <;>
      simp [form, rotate, gen_eq, Matrix.mulVec, dotProduct, Fin.sum_univ_three,
        Matrix.mul_apply, Matrix.vecMul] <;> ring
  rw [h]
  exact ((((hasDerivAt_id' (0 : ℂ)).mul_const _).fun_add
    ((hasDerivAt_pow 2 (0 : ℂ)).mul_const _)).const_add _).congr_deriv (by simp)
```

## The equivalence and the quenching

`tp_equivalence` states the T-P equivalence for every axis `k` and every orbital `j`. The coefficient `gen k i j` has the new orbital `i` as its row and the old orbital `j` as its column, as in the formula by hand. Where that derivation used cyclic labels to treat all axes together, `fin_cases` runs through every axis, orbital and matrix entry.

```lean
/-- **T-P equivalence.** Up to a diagonal part, a rotation generator acts on the orbitals
`yz`, `zx`, `xy` with minus the matrix by which it acts on `x`, `y`, `z`. -/
theorem tp_equivalence (k j : Fin 3) :
    offDiag (rotate k (T j)) = -∑ i, gen k i j • T i := by
  ext a b
  fin_cases k <;> fin_cases j <;> fin_cases a <;> fin_cases b <;>
    simp [offDiag, rotate, gen_eq, T, Fin.sum_univ_three]
```

For a diagonal matrix, the proof is the one-line subtraction given earlier: `Matrix.mul_diagonal` and `Matrix.diagonal_mul` turn the two products into products of numbers, and `ring` cancels them.

```lean
/-- The commutator of a rotation generator with a diagonal matrix has zero diagonal. -/
theorem rotate_diagonal_apply_self (k i : Fin 3) (d : Fin 3 → ℂ) :
    rotate k (Matrix.diagonal d) i i = 0 := by
  simp only [rotate, Matrix.sub_apply, Matrix.mul_diagonal, Matrix.diagonal_mul]
  ring
```

Summing these zeros against a second diagonal matrix gives the quenching statement. The vectors `d` and `e` are arbitrary, so the e_g pair is covered along with r².

```lean
/-- **Quenching.** The rotation generators have no matrix elements, in the trace product,
between quadratic forms with diagonal matrices, among them the `e_g` orbitals. -/
theorem eg_quenching (k : Fin 3) (d e : Fin 3 → ℂ) :
    Matrix.trace (Matrix.diagonal e * rotate k (Matrix.diagonal d)) = 0 := by
  simp [Matrix.trace, Matrix.diagonal_mul, rotate_diagonal_apply_self]
```

Quenching here refers to matrix elements among the diagonal forms themselves. Angular momentum still connects e_g to t2g: for example, [A_2, T_2] is diagonal and describes 2(y² − x²).

## Reversed commutation relations

`orbL_eq` is the equality L_k = −i A_k. It is computed directly from the trace definition, without passing through `tp_equivalence`, but the content is the same: the trace with `T i` picks out the off-diagonal part.

```lean
/-- The angular momentum matrices of the `yz`, `zx`, `xy` orbitals are the negatives of
the p-shell matrices `i A_k`. -/
theorem orbL_eq (k : Fin 3) : orbL k = -(I • gen k) := by
  ext i j
  fin_cases k <;> fin_cases i <;> fin_cases j <;>
    simp [orbL, rotate, gen_eq, T, Matrix.trace, Matrix.mul_apply, Fin.sum_univ_three] <;>
    ring
```

With L_k known explicitly, the commutation relations reduce to products of three-by-three matrices.

```lean
/-- The angular momentum matrices of the `yz`, `zx`, `xy` orbitals obey the commutation
relations of an angular momentum with the sign reversed. -/
theorem orbL_commutator (k : Fin 3) :
    orbL k * orbL (k + 1) - orbL (k + 1) * orbL k = -(I • orbL (k + 2)) := by
  ext i j
  fin_cases k <;> fin_cases i <;> fin_cases j <;>
    simp [orbL_eq, gen_eq]
```

## The two eigenvalues of L·S

For the coupled problem, the Lean proof works in components instead of with the product rule for spin matrices. `spinOrbit_mulVec` lists the six components of W v. In the first, for instance, L_2 ⊗ S_2 contributes i v(1,0)/2 and L_1 ⊗ S_1 contributes −v(2,1)/2.

```lean
/-- The spin-orbit operator written out on the six components of a state. -/
theorem spinOrbit_mulVec (v : Fin 3 × Fin 2 → ℂ) :
    spinOrbit *ᵥ v = fun p =>
      ![![(I * v (1, 0) - v (2, 1)) / 2, (v (2, 0) - I * v (1, 1)) / 2],
        ![I * (v (2, 1) - v (0, 0)) / 2, I * (v (2, 0) + v (0, 1)) / 2],
        ![(v (0, 1) - I * v (1, 1)) / 2, (-v (0, 0) - I * v (1, 0)) / 2]] p.1 p.2 := by
  have hI : I ^ 2 = -1 := Complex.I_sq
  ext ⟨i, a⟩
  fin_cases i <;> fin_cases a <;>
    simp [spinOrbit, orbL_eq, gen_eq, spin, Matrix.mulVec, dotProduct,
      Fintype.sum_prod_type, Fin.sum_univ_three, Matrix.add_apply,
      Matrix.kroneckerMap_apply] <;> grind
```

Applying this list twice gives the quadratic identity for W on every vector, once I² = −1 is used.

```lean
/-- On every state the spin-orbit operator `W` satisfies `W² = (W + 1) / 2`. -/
theorem spinOrbit_sq (v : Fin 3 × Fin 2 → ℂ) :
    spinOrbit *ᵥ (spinOrbit *ᵥ v) = (1 / 2 : ℂ) • (spinOrbit *ᵥ v) + (1 / 2 : ℂ) • v := by
  have hI : I ^ 2 = -1 := Complex.I_sq
  simp only [spinOrbit_mulVec]
  ext ⟨i, a⟩
  fin_cases i <;> fin_cases a <;> simp <;> grind
```

The final theorem is an equivalence: a complex number μ has a nonzero eigenvector exactly when it is 1 or −1/2. In the forward direction, the quadratic identity is read on an eigenvector. Since the vector is nonzero, some component `v p` is nonzero and can be cancelled, leaving the factorised equation for μ. In the other direction, the proof supplies the two eigenvectors given above, without their factors 1/√3 and 1/√2, and checks them component by component.

```lean
/-- The eigenvalues of `L · S` within the `yz`, `zx`, `xy` orbitals are exactly
`1` and `-1/2`. -/
theorem spinOrbit_eigenvalues (μ : ℂ) :
    (∃ v : Fin 3 × Fin 2 → ℂ, v ≠ 0 ∧ spinOrbit *ᵥ v = μ • v) ↔ μ = 1 ∨ μ = -1 / 2 := by
  have hI : I ^ 2 = -1 := Complex.I_sq
  constructor
  · rintro ⟨v, hv, h⟩
    -- the quadratic identity, read on an eigenvector, fixes the eigenvalue
    have h2 := spinOrbit_sq v
    rw [h, Matrix.mulVec_smul, h] at h2
    obtain ⟨p, hp⟩ := Function.ne_iff.mp hv
    have hp' : v p ≠ 0 := hp
    have h3 := congrFun h2 p
    simp only [Pi.add_apply, Pi.smul_apply, smul_eq_mul] at h3
    have h4 : (μ - 1) * (μ + 1 / 2) = 0 :=
      mul_right_cancel₀ hp' (by linear_combination h3)
    rcases mul_eq_zero.mp h4 with h5 | h5
    · left
      linear_combination h5
    · right
      linear_combination h5
  · -- explicit eigenvectors for both values
    rintro (rfl | rfl)
    · refine ⟨fun p => ![![0, 1], ![0, I], ![1, 0]] p.1 p.2, fun h => ?_, ?_⟩
      · simpa using congrFun h (2, 0)
      · rw [spinOrbit_mulVec]
        ext ⟨i, a⟩
        fin_cases i <;> fin_cases a <;> simp
        grind
    · refine ⟨fun p => ![![1, 0], ![I, 0], ![0, 0]] p.1 p.2, fun h => ?_, ?_⟩
      · simpa using congrFun h (0, 0)
      · rw [spinOrbit_mulVec]
        ext ⟨i, a⟩
        fin_cases i <;> fin_cases a <;> simp
        grind

end

end TPEquivalence
```

```lean
#print axioms TPEquivalence.eg_quenching
-- 'TPEquivalence.eg_quenching' depends on axioms: [propext, Classical.choice, Quot.sound]
#print axioms TPEquivalence.orbL_eq
-- 'TPEquivalence.orbL_eq' depends on axioms: [propext, Classical.choice, Quot.sound]
#print axioms TPEquivalence.orbL_commutator
-- 'TPEquivalence.orbL_commutator' depends on axioms: [propext, Classical.choice, Quot.sound]
#print axioms TPEquivalence.spinOrbit_eigenvalues
-- 'TPEquivalence.spinOrbit_eigenvalues' depends on axioms: [propext, Classical.choice, Quot.sound]
```
